# Second derivative of a C² GGA energy density under changes of the density and its gradient

## Definitions and conventions

A generalised gradient approximation (GGA) assigns to each point of space an energy density e(n, σ), where n is the electron density there, g is its gradient and σ = |g|². Subscripts on e denote partial derivatives: e_n is taken at fixed σ, e_σ at fixed n, and e_nσ is the σ-derivative of e_n. Unless another argument is shown, they are evaluated at (n, |g|²). The inner product is ⟨g,b⟩.

A perturbation changes the density by a real number a and the gradient by a vector b. A second perturbation is written (a', b'). The real parameters s and t measure their strengths. For an actual density change δn(r), one has a = δn(r) and b = ∇δn(r), but the pointwise formula treats a and b as independent.

## The kernel at one point

If e is twice continuously differentiable at (n, |g|²), the second derivative of e(n + sa, |g + sb|²) at s = 0 is

K = e_nn a² + 4 e_nσ a⟨g,b⟩ + 4 e_σσ ⟨g,b⟩² + 2 e_σ |b|².

The last term contains only a first derivative of e. It is there because σ is itself quadratic in the gradient.

Take e to be the exchange-correlation energy density of a closed-shell system. In adiabatic linear-response TDDFT, K is then the local integrand of the second variation of the exchange-correlation energy for density changes shared equally by the two spins, as in singlet excitations, provided that differentiation may be taken under the spatial integral. Matrix elements between two different density changes use the bilinear version:

B = e_nn aa' + 2 e_nσ (a⟨g,b'⟩ + a'⟨g,b⟩) + 4 e_σσ ⟨g,b⟩⟨g,b'⟩ + 2 e_σ ⟨b,b'⟩.

## Derivation by two first variations

Write P(s) = (n + sa, |g + sb|²). Expanding the square gives

|g + sb|² = |g|² + 2s⟨g,b⟩ + s²|b|²,

so σ changes at the rate 2⟨g,b⟩ at s = 0. By the chain rule, any differentiable f(n, σ) has the first variation

d/ds f(P(s)) at s = 0 is f_n a + 2 f_σ ⟨g,b⟩.

Now add the second perturbation with strength t. At fixed s, the t-derivative of e(n + sa + ta', |g + sb + tb'|²) at t = 0 is the same first variation, taken from the displaced point:

D(s) = e_n(P(s)) a' + 2 e_σ(P(s)) ⟨g + sb, b'⟩.

To differentiate D at s = 0, use the first variation with f = e_n and with f = e_σ, together with the product rule:

D'(0) = (e_nn a + 2 e_nσ ⟨g,b⟩) a' + 2 (e_σn a + 2 e_σσ ⟨g,b⟩) ⟨g,b'⟩ + 2 e_σ ⟨b,b'⟩.

Since e is C², e_σn = e_nσ, and collecting terms gives B.

For the diagonal, set a' = a and b' = b. With F(s) = e(P(s)), the doubly perturbed energy density is F(s + t). Its t-derivative at t = 0 is F'(s), so the subsequent s-derivative at 0 is F''(0), and B becomes K.

## The von Weizsäcker density

The von Weizsäcker kinetic energy density in atomic units is w(n, σ) = σ/(8n). For n > 0 its derivatives are

w_n = −σ/(8n²), w_σ = 1/(8n), w_nn = σ/(4n³), w_nσ = −1/(8n²), w_σσ = 0.

Inserting them with σ = |g|² gives

K = |g|²a²/(4n³) − a⟨g,b⟩/(2n²) + |b|²/(4n) = |b − (a/n)g|²/(4n).

This local contribution is therefore never negative.

## Reading the Lean statements

The energy density is a function `e : ℝ × ℝ → ℝ`. The definitions `dn e` and `dσ e` are ordinary one-variable derivatives with the other variable held fixed, so `dσ (dn e)` is e_nσ. The gradients live in `V`, an arbitrary real inner product space, which includes Euclidean ℝ^d.

The hypothesis `ContDiffAt ℝ 2 e (n, ‖g‖ ^ 2)` asks for smoothness only near the point considered. A functional singular at n = 0 is thus admitted at other densities. At g = 0, however, the neighbourhood includes negative σ, so a formula containing √σ may fail the hypothesis there.

In `gga_kernel`, `HasDerivAt (deriv F) K 0`, with F and K as above, says that the first derivative of F is itself differentiable at 0, with derivative K. In `gga_kernel_bilinear`, the inner `deriv` is taken in t at 0 and the outer derivative in s at 0.

The statements concern one point and one spin-summed density. They contain no spatial integral, no integration by parts leading to a kernel f(r, r'), and no frequency dependence.

```lean
import Mathlib

open Filter Topology

namespace GGAKernel

noncomputable section

/-- Partial derivative of an energy density `e(n, σ)` with respect to the density `n`. -/
def dn (e : ℝ × ℝ → ℝ) (p : ℝ × ℝ) : ℝ := deriv (fun x => e (x, p.2)) p.1

/-- Partial derivative of an energy density `e(n, σ)` with respect to the squared
density gradient `σ`. -/
def dσ (e : ℝ × ℝ → ℝ) (p : ℝ × ℝ) : ℝ := deriv (fun y => e (p.1, y)) p.2

/-- Where `e` is differentiable, its partial derivatives are the components of its
total derivative. -/
theorem partials_eq_fderiv {e : ℝ × ℝ → ℝ} {p : ℝ × ℝ} (h : DifferentiableAt ℝ e p) :
    dn e p = fderiv ℝ e p (1, 0) ∧ dσ e p = fderiv ℝ e p (0, 1) := by
  have h1 : HasDerivAt (fun x : ℝ => (x, p.2)) ((1 : ℝ), (0 : ℝ)) p.1 :=
    (hasDerivAt_id' p.1).prodMk (hasDerivAt_const p.1 p.2)
  have h2 : HasDerivAt (fun y : ℝ => (p.1, y)) ((0 : ℝ), (1 : ℝ)) p.2 :=
    (hasDerivAt_const p.2 p.1).prodMk (hasDerivAt_id' p.2)
  exact ⟨(h.hasFDerivAt.comp_hasDerivAt_of_eq p.1 h1 rfl).deriv,
    (h.hasFDerivAt.comp_hasDerivAt_of_eq p.2 h2 rfl).deriv⟩

/-- Chain rule: the rate of change of a differentiable `f(n, σ)` when `n` and `σ` both
depend differentiably on a parameter. -/
theorem chain_rule {f : ℝ × ℝ → ℝ} {p : ℝ × ℝ} {x y : ℝ → ℝ} {x' y' s : ℝ}
    (hf : DifferentiableAt ℝ f p) (hx : HasDerivAt x x' s) (hy : HasDerivAt y y' s)
    (hp : p = (x s, y s)) :
    HasDerivAt (fun t => f (x t, y t)) (dn f p * x' + dσ f p * y') s := by
  refine (hf.hasFDerivAt.comp_hasDerivAt_of_eq s (hx.prodMk hy) hp).congr_deriv ?_
  have hv : ((x', y') : ℝ × ℝ) = x' • ((1 : ℝ), (0 : ℝ)) + y' • ((0 : ℝ), (1 : ℝ)) := by
    ext <;> simp
  rw [(partials_eq_fderiv hf).1, (partials_eq_fderiv hf).2, hv, map_add, map_smul, map_smul]
  simp only [smul_eq_mul]
  ring

/-- For a twice continuously differentiable energy density the first partial derivatives
are differentiable and the two mixed second derivatives agree. -/
theorem partials_regular {e : ℝ × ℝ → ℝ} {p : ℝ × ℝ} (h : ContDiffAt ℝ 2 e p) :
    DifferentiableAt ℝ (dn e) p ∧ DifferentiableAt ℝ (dσ e) p ∧
      dn (dσ e) p = dσ (dn e) p := by
  have hev : ∀ᶠ q in 𝓝 p, DifferentiableAt ℝ e q :=
    (h.eventually (by simp)).mono fun q hq => hq.differentiableAt (by norm_num)
  have h1 : DifferentiableAt ℝ (fderiv ℝ e) p :=
    (h.fderiv_right (m := 1) (by norm_num)).differentiableAt (by norm_num)
  have dd : ∀ v : ℝ × ℝ, HasFDerivAt (fun q => fderiv ℝ e q v)
      ((ContinuousLinearMap.apply ℝ ℝ v).comp (fderiv ℝ (fderiv ℝ e) p)) p := fun v =>
    (ContinuousLinearMap.apply ℝ ℝ v).hasFDerivAt.comp p h1.hasFDerivAt
  -- near `p` the partial derivatives are components of the total derivative
  have hN := (dd (1, 0)).congr_of_eventuallyEq
    (hev.mono fun q hq => (partials_eq_fderiv hq).1)
  have hS := (dd (0, 1)).congr_of_eventuallyEq
    (hev.mono fun q hq => (partials_eq_fderiv hq).2)
  refine ⟨hN.differentiableAt, hS.differentiableAt, ?_⟩
  rw [(partials_eq_fderiv hS.differentiableAt).1, (partials_eq_fderiv hN.differentiableAt).2,
    hS.fderiv, hN.fderiv]
  exact (h.isSymmSndFDerivAt (by simp)) (1, 0) (0, 1)

variable {V : Type*} [NormedAddCommGroup V] [InnerProductSpace ℝ V]

/-- A density gradient `g` perturbed along `b` changes at the rate `b`. -/
theorem gradient_line (g b : V) : HasDerivAt (fun t : ℝ => g + t • b) b 0 :=
  (((hasDerivAt_id' (0 : ℝ)).smul_const b).const_add g).congr_deriv (one_smul ℝ b)

/-- First variation of a differentiable GGA energy density when the density changes
by `a` and its gradient by `b`. -/
theorem first_variation {e : ℝ × ℝ → ℝ} {n : ℝ} {g : V}
    (he : DifferentiableAt ℝ e (n, ‖g‖ ^ 2)) (a : ℝ) (b : V) :
    HasDerivAt (fun t : ℝ => e (n + t * a, ‖g + t • b‖ ^ 2))
      (dn e (n, ‖g‖ ^ 2) * a + dσ e (n, ‖g‖ ^ 2) * (2 * inner ℝ g b)) 0 := by
  have hx : HasDerivAt (fun t : ℝ => n + t * a) a 0 :=
    (((hasDerivAt_id' (0 : ℝ)).mul_const a).const_add n).congr_deriv (one_mul a)
  have hy : HasDerivAt (fun t : ℝ => ‖g + t • b‖ ^ 2) (2 * inner ℝ g b) 0 :=
    (gradient_line g b).norm_sq.congr_deriv (by simp)
  exact chain_rule he hx hy (by simp)

/-- The local GGA kernel as a bilinear form: the mixed second derivative of a twice
continuously differentiable energy density under the perturbations `(a, b)` and `(a', b')`
of the density and its gradient. -/
theorem gga_kernel_bilinear {e : ℝ × ℝ → ℝ} {n : ℝ} {g : V}
    (he : ContDiffAt ℝ 2 e (n, ‖g‖ ^ 2)) (a a' : ℝ) (b b' : V) :
    HasDerivAt
      (fun s : ℝ => deriv
        (fun t : ℝ => e (n + s * a + t * a', ‖g + s • b + t • b'‖ ^ 2)) 0)
      (dn (dn e) (n, ‖g‖ ^ 2) * a * a'
        + 2 * dσ (dn e) (n, ‖g‖ ^ 2) * (a * inner ℝ g b' + a' * inner ℝ g b)
        + 4 * dσ (dσ e) (n, ‖g‖ ^ 2) * inner ℝ g b * inner ℝ g b'
        + 2 * dσ e (n, ‖g‖ ^ 2) * inner ℝ b b') 0 := by
  obtain ⟨hN, hS, hsym⟩ := partials_regular he
  have hev : ∀ᶠ q in 𝓝 (n, ‖g‖ ^ 2), DifferentiableAt ℝ e q :=
    (he.eventually (by simp)).mono fun q hq => hq.differentiableAt (by norm_num)
  have hc : Continuous (fun s : ℝ => (n + s * a, ‖g + s • b‖ ^ 2)) := by fun_prop
  have ht := hc.tendsto' 0 (n, ‖g‖ ^ 2) (by simp)
  have hI : HasDerivAt (fun s : ℝ => 2 * inner ℝ (g + s • b) b') (2 * inner ℝ b b') 0 :=
    (((gradient_line g b).inner ℝ (hasDerivAt_const (0 : ℝ) b')).const_mul 2).congr_deriv
      (by simp)
  -- differentiate the first variation once more
  have hD := ((first_variation hN a b).mul_const a').fun_add
    ((first_variation hS a b).fun_mul hI)
  refine (hD.congr_of_eventuallyEq
    ((ht.eventually hev).mono fun s hs => (first_variation hs a' b').deriv)).congr_deriv ?_
  simp only [zero_mul, zero_smul, add_zero]
  rw [hsym]
  ring

/-- The local GGA kernel contribution: the second derivative of a twice continuously
differentiable energy density when the density changes by `a` and its gradient by `b`. -/
theorem gga_kernel {e : ℝ × ℝ → ℝ} {n : ℝ} {g : V}
    (he : ContDiffAt ℝ 2 e (n, ‖g‖ ^ 2)) (a : ℝ) (b : V) :
    HasDerivAt (deriv (fun s : ℝ => e (n + s * a, ‖g + s • b‖ ^ 2)))
      (dn (dn e) (n, ‖g‖ ^ 2) * a ^ 2
        + 4 * dσ (dn e) (n, ‖g‖ ^ 2) * a * inner ℝ g b
        + 4 * dσ (dσ e) (n, ‖g‖ ^ 2) * (inner ℝ g b) ^ 2
        + 2 * dσ e (n, ‖g‖ ^ 2) * ‖b‖ ^ 2) 0 := by
  have shift : ∀ (F : ℝ → ℝ) (s : ℝ), deriv (fun t => F (s + t)) 0 = deriv F s :=
    fun F s => by rw [deriv_comp_const_add, add_zero]
  refine ((gga_kernel_bilinear he a a b b).congr_of_eventuallyEq
    (Eventually.of_forall fun s => ?_)).congr_deriv ?_
  · have h1 := shift (fun r : ℝ => e (n + r * a, ‖g + r • b‖ ^ 2)) s
    simp only [add_mul, add_smul, ← add_assoc] at h1
    exact h1.symm
  · rw [real_inner_self_eq_norm_sq]
    ring

/-- The von Weizsäcker kinetic energy density `σ / (8 n)` in atomic units, for `n ≠ 0`. -/
def weizsacker (p : ℝ × ℝ) : ℝ := p.2 / (8 * p.1)

/-- At positive density the local kernel contribution of the von Weizsäcker functional
is the perfect square `|b - (a/n) g|² / (4 n)`. -/
theorem weizsacker_kernel {n : ℝ} (hn : 0 < n) (g b : V) (a : ℝ) :
    HasDerivAt (deriv (fun s : ℝ => weizsacker (n + s * a, ‖g + s • b‖ ^ 2)))
      (‖b - (a / n) • g‖ ^ 2 / (4 * n)) 0 := by
  have hn0 : n ≠ 0 := hn.ne'
  have he : ContDiffAt ℝ 2 weizsacker (n, ‖g‖ ^ 2) :=
    contDiffAt_snd.div (contDiffAt_const.mul contDiffAt_fst) (mul_ne_zero (by norm_num) hn0)
  -- the first partial derivatives
  have hN : dn weizsacker = fun p => -(p.2 / 8) * (p.1 ^ 2)⁻¹ := by
    funext p
    change deriv (fun x : ℝ => p.2 / (8 * x)) p.1 = _
    have hf : (fun x : ℝ => p.2 / (8 * x)) = fun x => p.2 / 8 * x⁻¹ := by
      funext x
      ring
    rw [hf, deriv_const_mul_field, deriv_inv]
    ring
  have hS : dσ weizsacker = fun p => 1 / (8 * p.1) := by
    funext p
    exact ((hasDerivAt_id' p.2).div_const (8 * p.1)).deriv
  -- the second partial derivatives
  have hNN : dn (dn weizsacker) (n, ‖g‖ ^ 2)
      = -(‖g‖ ^ 2 / 8) * (-(2 * n) / (n ^ 2) ^ 2) := by
    rw [hN]
    have h2 := ((hasDerivAt_pow 2 n).inv (pow_ne_zero 2 hn0)).const_mul (-(‖g‖ ^ 2 / 8))
    exact (h2.congr_deriv (by norm_num)).deriv
  have hNS : dσ (dn weizsacker) (n, ‖g‖ ^ 2) = -(1 / 8) * (n ^ 2)⁻¹ := by
    rw [hN]
    exact (((hasDerivAt_id' (‖g‖ ^ 2)).div_const 8).fun_neg.mul_const ((n ^ 2)⁻¹)).deriv
  have hSS : dσ (dσ weizsacker) (n, ‖g‖ ^ 2) = 0 := by
    rw [hS]
    exact (hasDerivAt_const (‖g‖ ^ 2 : ℝ) (1 / (8 * n) : ℝ)).deriv
  have hS' : dσ weizsacker (n, ‖g‖ ^ 2) = 1 / (8 * n) := by rw [hS]
  refine (gga_kernel he a b).congr_deriv ?_
  rw [hNN, hNS, hSS, hS', norm_sub_sq_real, inner_smul_right, real_inner_comm g b,
    norm_smul, mul_pow, Real.norm_eq_abs, sq_abs]
  field_simp
  ring

end

end GGAKernel
```

```lean
#print axioms GGAKernel.gga_kernel
#print axioms GGAKernel.weizsacker_kernel
```

```
'GGAKernel.gga_kernel' depends on axioms: [propext, Classical.choice, Quot.sound]
'GGAKernel.weizsacker_kernel' depends on axioms: [propext, Classical.choice, Quot.sound]
```

## From the chain rule to the kernel in Lean

`partials_eq_fderiv` identifies the partial derivatives with the components of the total derivative along (1, 0) and (0, 1). `chain_rule` then splits the velocity (x', y') into these two directions and uses linearity.

`partials_regular` supplies what the second differentiation needs. Near the point, `dn e` and `dσ e` agree with components of `fderiv ℝ e`, which is differentiable because e is C². Symmetry of the second total derivative gives e_σn = e_nσ.

`gradient_line` differentiates g + tb, and `first_variation` combines it with the chain rule. In `gga_kernel_bilinear`, this lemma is used in two ways. Applied to e at the displaced point, it gives D(s) for all s near 0; continuity of P(s), recorded in `hc` and `ht`, keeps the path where e is differentiable. Applied to `dn e` and `dσ e` at the original point, it gives the two brackets in D'(0). The fact `hI` differentiates 2⟨g + sb, b'⟩, `hD` assembles the product rule, and `hsym` merges the mixed derivatives.

`gga_kernel` sets the two perturbations equal, and its local fact `shift` is the step from F(s + t) to F'(s). Finally, `weizsacker_kernel` computes the partial derivatives listed above, substitutes them into `gga_kernel`, and expands the squared norm; `field_simp` and `ring` confirm that the two sides agree.
